# For |t| < 1, the average of (1 − t²)/det(1 − tg) over the full cubic point group is 1/((1 − t⁴)(1 − t⁶))

## One axis and one reflection

Take a single coordinate x and the two operations g = 1 and g = −1. The monomial xˡ is multiplied by gˡ, so collecting all degrees with a bookkeeping variable t, |t| < 1, gives

1 + tg + t²g² + … = 1/(1 − tg).

The average over the two operations is

½ [1/(1 − t) + 1/(1 + t)] = 1/(1 − t²) = 1 + t² + t⁴ + …

The coefficient of tˡ is the number of invariant monomials of degree l: one if l is even, none if l is odd. Averaging has removed everything that changes sign.

## Three axes and cubic harmonics

The full cubic point group consists of the 48 matrices g that permute the three axes and attach a sign to each. If g has eigenvalues λ₀, λ₁, λ₂, its trace on the homogeneous polynomials of degree l is the sum of all products λ₀ⁱλ₁ʲλ₂ᵏ with i + j + k = l. The generating function of these traces is

1/((1 − tλ₀)(1 − tλ₁)(1 − tλ₂)) = 1/det(1 − tg).

Let r² be the sum of the squares of the three coordinates. For l ≥ 2 every such polynomial is, in exactly one way, a harmonic one plus r² times a homogeneous polynomial of degree l − 2; for l < 2 every such polynomial is already harmonic. Since r² is invariant, restricting the trace to harmonic polynomials multiplies the generating function by 1 − t². The group average of a trace is the dimension of the invariant subspace, so the coefficient of tˡ in the average of (1 − t²)/det(1 − tg) is the number of linearly independent, fully symmetric cubic harmonics of degree l.

In an LAPW calculation, this is the number of radial functions per l needed for the density or potential in an atomic sphere, provided that the site has the full cubic symmetry. The representation theory just sketched is background: the Lean file starts from the average itself.

## What is stated

Let N(l) be the number of pairs (a, b) of natural numbers, zero included, with 4a + 6b = l.

- `signedPerm σ s` is the real matrix whose row i has the entry sᵢ in column σ(i). The axes are numbered 0, 1, 2, and a sign is an element of `ℤˣ`, which contains only 1 and −1. `card_signedPerm` says that exactly 48 distinct matrices arise.
- `harmonicMolien t` is 1/48 times the sum of (1 − t²)/det(1 − tg) over all σ and s. By the previous count it is a true mean over matrices. `harmonicMolien_eq` gives its closed form for real t with |t| < 1, and `det_pos` shows that every denominator is then positive.
- `degreePairs l` is the finite set of pairs, so its `card` is N(l). `hasSum_harmonicMolien` says that the series Σ N(l)tˡ converges to the mean when |t| < 1.
- `card_degreePairs_le_twelve` says that N(l) ≤ 1 for l < 12 and N(12) = 2. `card_degreePairs_add_twelve` says that N(l + 12) = N(l) + 1 for even l, written as l = 2m.

No harmonic is constructed, and only this one point group is treated.

## Six determinants and their sign sums

For the identity permutation the matrix is diagonal:

det(1 − tg) = (1 − ts₀)(1 − ts₁)(1 − ts₂).

For the exchange of axes 0 and 1 there is a 2×2 block and a single entry:

det(1 − tg) = (1 − ts₂)(1 − t²s₀s₁),

and the other two exchanges follow by relabelling. For both three-cycles,

det(1 − tg) = 1 − t³s₀s₁s₂.

Each factor is 1 ∓ tⁿ with n = 1, 2 or 3, hence positive for |t| < 1.

Now sum (1 − t²)/det(1 − tg) over the eight sign choices. For the identity the three signs are independent:

(1 − t²) [1/(1 − t) + 1/(1 + t)]³ = (1 − t²) [2/(1 − t²)]³ = 8/(1 − t²)².

For an exchange, the product of the two exchanged signs takes each value twice, independently of the third sign:

(1 − t²) · 2/(1 − t²) · 2 [1/(1 − t²) + 1/(1 + t²)] = 8/(1 − t⁴).

For a three-cycle, the product of all signs takes each value four times:

4(1 − t²) [1/(1 − t³) + 1/(1 + t³)] = 8(1 − t²)/(1 − t⁶).

There are one identity, three exchanges and two three-cycles. With x = t², the mean is

(1/6) [1/(1 − x)² + 3/((1 − x)(1 + x)) + 2/(1 + x + x²)].

Over the common denominator (1 − x)²(1 + x)(1 + x + x²), the numerator in the bracket is

(1 + 2x + 2x² + x³) + (3 − 3x³) + (2 − 2x − 2x² + 2x³) = 6.

The denominator equals (1 − x²)(1 − x³), so the mean is 1/((1 − t⁴)(1 − t⁶)).

## From the closed form to the counts

Two geometric series give

1/((1 − t⁴)(1 − t⁶)) = Σₐ t⁴ᵃ · Σ_b t⁶ᵇ = Σ N(l)tˡ.

All terms are non-negative, so they may be regrouped by l = 4a + 6b. Up to l = 12 the solutions are:

- l = 0: (0, 0)
- l = 4: (1, 0)
- l = 6: (0, 1)
- l = 8: (2, 0)
- l = 10: (1, 1)
- l = 12: (3, 0) and (0, 2)

For the recurrence, let l = 2m and consider 4a + 6b = 2m + 12. Solutions with a ≥ 3 correspond to solutions for l through (a − 3, b). If a < 3, then 2a + 3b = m + 6 forces a to be the remainder of 2m on division by 3, and b = (m + 6 − 2a)/3 is then a natural number. This is exactly one extra solution. For odd l the recurrence fails, since for instance N(1) = N(13) = 0.

## The point t = 0 and the point t = 2

At t = 0 every term of the mean is 1, and so is the mean. This matches N(0) = 1, the constant function.

The condition |t| < 1 matters for the series. At t = 2 the same algebra still gives the finite mean 1/((1 − 16)(1 − 64)) = 1/945, but Σ N(l)2ˡ diverges.

## The Lean file

```lean
import Mathlib

open Equiv Finset

namespace CubicHarmonicCount

noncomputable section

/-- The signed permutation matrix whose row `i` has the entry `s i` in column `σ i`
and zeros elsewhere. -/
def signedPerm (σ : Perm (Fin 3)) (s : Fin 3 → ℤˣ) : Matrix (Fin 3) (Fin 3) ℝ :=
  Matrix.of fun i j => if σ i = j then ((s i : ℤ) : ℝ) else 0

/-- The mean of `(1 - t²) / det (1 - t g)` over the signed permutation matrices `g`,
for `|t| < 1`. -/
def harmonicMolien (t : ℝ) : ℝ :=
  (1 / 48) * ∑ σ : Perm (Fin 3), ∑ s : Fin 3 → ℤˣ,
    (1 - t ^ 2) / (1 - t • signedPerm σ s).det

/-- The pairs `(a, b)` of natural numbers with `4a + 6b = l`. -/
def degreePairs (l : ℕ) : Finset (ℕ × ℕ) :=
  (range (l + 1) ×ˢ range (l + 1)).filter fun p => 4 * p.1 + 6 * p.2 = l

/-- There are exactly 48 distinct signed permutation matrices in three dimensions. -/
theorem card_signedPerm :
    Nat.card (Set.range fun g : Perm (Fin 3) × (Fin 3 → ℤˣ) => signedPerm g.1 g.2) = 48 := by
  have hinj : Function.Injective
      fun g : Perm (Fin 3) × (Fin 3 → ℤˣ) => signedPerm g.1 g.2 := by
    rintro ⟨σ, s⟩ ⟨τ, r⟩ h
    -- compare the nonzero entry of each row
    have key : ∀ i, τ i = σ i ∧ s i = r i := by
      intro i
      have hi := congrFun (congrFun h i) (σ i)
      simp only [signedPerm, Matrix.of_apply, if_true] at hi
      by_cases hc : τ i = σ i
      · rw [if_pos hc] at hi
        exact ⟨hc, Units.ext (Int.cast_injective hi)⟩
      · rw [if_neg hc] at hi
        exact absurd (Int.cast_eq_zero.1 hi) (s i).ne_zero
    exact Prod.ext (Equiv.ext fun i => (key i).1.symm) (funext fun i => (key i).2)
  rw [← Nat.card_congr (Equiv.ofInjective _ hinj), Nat.card_eq_fintype_card]
  decide +kernel

/-- The determinant `det (1 - t g)` for each of the six permutations of the axes:
the identity, the three transpositions and the two three-cycles. -/
theorem det_classes (t : ℝ) (s : Fin 3 → ℤˣ) :
    (1 - t • signedPerm 1 s).det
      = (1 - t * (s 0 : ℤ)) * (1 - t * (s 1 : ℤ)) * (1 - t * (s 2 : ℤ)) ∧
    (1 - t • signedPerm (swap 0 1) s).det
      = (1 - t * (s 2 : ℤ)) * (1 - t ^ 2 * ((s 0 : ℤ) * (s 1 : ℤ))) ∧
    (1 - t • signedPerm (swap 0 2) s).det
      = (1 - t * (s 1 : ℤ)) * (1 - t ^ 2 * ((s 0 : ℤ) * (s 2 : ℤ))) ∧
    (1 - t • signedPerm (swap 1 2) s).det
      = (1 - t * (s 0 : ℤ)) * (1 - t ^ 2 * ((s 1 : ℤ) * (s 2 : ℤ))) ∧
    (1 - t • signedPerm (swap 0 1 * swap 1 2) s).det
      = 1 - t ^ 3 * ((s 0 : ℤ) * (s 1 : ℤ) * (s 2 : ℤ)) ∧
    (1 - t • signedPerm (swap 1 2 * swap 0 1) s).det
      = 1 - t ^ 3 * ((s 0 : ℤ) * (s 1 : ℤ) * (s 2 : ℤ)) := by
  refine ⟨?_, ?_, ?_, ?_, ?_, ?_⟩ <;> rw [Matrix.det_fin_three] <;>
    simp (decide := true) only [signedPerm, Matrix.sub_apply, Matrix.smul_apply,
      Matrix.one_apply, Matrix.of_apply, smul_eq_mul, ↓reduceIte] <;> ring

/-- For `|t| < 1` the determinant `det (1 - t g)` is positive for every signed
permutation matrix `g`. -/
theorem det_pos (t : ℝ) (ht : |t| < 1) (σ : Perm (Fin 3)) (s : Fin 3 → ℤˣ) :
    0 < (1 - t • signedPerm σ s).det := by
  have key : ∀ x : ℝ, |x| < 1 → ∀ u : ℤˣ, 0 < 1 - x * (u : ℤ) := by
    intro x hx u
    obtain ⟨h1, h2⟩ := abs_lt.1 hx
    rcases Int.units_eq_one_or u with rfl | rfl
    · norm_num
      linarith
    · norm_num
      linarith
  have hp : ∀ n : ℕ, n ≠ 0 → |t ^ n| < 1 := fun n hn => by
    rw [abs_pow]
    exact pow_lt_one₀ (abs_nonneg t) ht hn
  have k2 : ∀ i j, 0 < 1 - t ^ 2 * ((s i : ℤ) * (s j : ℤ)) := fun i j => by
    simpa only [Units.val_mul, Int.cast_mul] using key _ (hp 2 (by norm_num)) (s i * s j)
  have k3 : 0 < 1 - t ^ 3 * ((s 0 : ℤ) * (s 1 : ℤ) * (s 2 : ℤ)) := by
    simpa only [Units.val_mul, Int.cast_mul] using
      key _ (hp 3 (by norm_num)) (s 0 * s 1 * s 2)
  have hσ : ∀ σ : Perm (Fin 3), σ = 1 ∨ σ = swap 0 1 ∨ σ = swap 0 2 ∨ σ = swap 1 2 ∨
      σ = swap 0 1 * swap 1 2 ∨ σ = swap 1 2 * swap 0 1 := by decide +kernel
  obtain ⟨d1, d2, d3, d4, d5, d6⟩ := det_classes t s
  rcases hσ σ with rfl | rfl | rfl | rfl | rfl | rfl
  · rw [d1]
    exact mul_pos (mul_pos (key t ht _) (key t ht _)) (key t ht _)
  · rw [d2]
    exact mul_pos (key t ht _) (k2 0 1)
  · rw [d3]
    exact mul_pos (key t ht _) (k2 0 2)
  · rw [d4]
    exact mul_pos (key t ht _) (k2 1 2)
  · rw [d5]
    exact k3
  · rw [d6]
    exact k3

/-- A sum over the signs of three axes, written out as its eight terms. -/
theorem sum_signs (F : ℝ → ℝ → ℝ → ℝ) :
    ∑ s : Fin 3 → ℤˣ, F (s 0 : ℤ) (s 1 : ℤ) (s 2 : ℤ) =
      F 1 1 1 + (F 1 1 (-1) + (F 1 (-1) 1 + (F 1 (-1) (-1) +
      (F (-1) 1 1 + (F (-1) 1 (-1) + (F (-1) (-1) 1 + F (-1) (-1) (-1))))))) := by
  have h : (univ : Finset (Fin 3 → ℤˣ)) = {![1, 1, 1], ![1, 1, -1], ![1, -1, 1],
      ![1, -1, -1], ![-1, 1, 1], ![-1, 1, -1], ![-1, -1, 1], ![-1, -1, -1]} := by
    decide +kernel
  rw [h, sum_insert, sum_insert, sum_insert, sum_insert, sum_insert, sum_insert,
    sum_insert, sum_singleton]
  · simp
  all_goals decide +kernel

/-- For `|t| < 1`, the mean of `(1 - t²) / det (1 - t g)` over the 48 signed permutation
matrices is `1 / ((1 - t⁴)(1 - t⁶))`. -/
theorem harmonicMolien_eq (t : ℝ) (ht : |t| < 1) :
    harmonicMolien t = 1 / ((1 - t ^ 4) * (1 - t ^ 6)) := by
  have hp : ∀ n : ℕ, n ≠ 0 → |t ^ n| < 1 := fun n hn => by
    rw [abs_pow]
    exact pow_lt_one₀ (abs_nonneg t) ht hn
  obtain ⟨l1, u1⟩ := abs_lt.1 ht
  obtain ⟨l2, u2⟩ := abs_lt.1 (hp 2 (by norm_num))
  obtain ⟨l3, u3⟩ := abs_lt.1 (hp 3 (by norm_num))
  have a1 : 1 - t ≠ 0 := by linarith
  have b1 : 1 + t ≠ 0 := by linarith
  have a2 : 1 - t ^ 2 ≠ 0 := by linarith
  have b2 : 1 + t ^ 2 ≠ 0 := by linarith
  have a3 : 1 - t ^ 3 ≠ 0 := by linarith
  have b3 : 1 + t ^ 3 ≠ 0 := by linarith
  have c2 : 1 + t ^ 2 + t ^ 4 ≠ 0 := by positivity
  have f2 : 1 - t ^ 2 = (1 - t) * (1 + t) := by ring
  have f4 : 1 - t ^ 4 = (1 - t) * (1 + t) * (1 + t ^ 2) := by ring
  have f6 : 1 - t ^ 6 = (1 - t ^ 3) * (1 + t ^ 3) := by ring
  -- sign sums for the identity, a transposition and a three-cycle
  have A : ∑ s : Fin 3 → ℤˣ, (1 - t ^ 2) /
      ((1 - t * (s 0 : ℤ)) * (1 - t * (s 1 : ℤ)) * (1 - t * (s 2 : ℤ)))
      = 8 / (1 - t ^ 2) ^ 2 := by
    refine (sum_signs fun a b c =>
      (1 - t ^ 2) / ((1 - t * a) * (1 - t * b) * (1 - t * c))).trans ?_
    simp only [mul_one, mul_neg, sub_neg_eq_add]
    rw [f2]
    field_simp
    ring
  have B : (1 - t ^ 2) / ((1 - t) * (1 - t ^ 2)) + (1 - t ^ 2) / ((1 + t) * (1 - t ^ 2))
      + (1 - t ^ 2) / ((1 - t) * (1 + t ^ 2)) + (1 - t ^ 2) / ((1 + t) * (1 + t ^ 2))
      = 4 / (1 - t ^ 4) := by
    rw [f4, f2]
    field_simp
    ring
  have B1 : ∑ s : Fin 3 → ℤˣ, (1 - t ^ 2) /
      ((1 - t * (s 2 : ℤ)) * (1 - t ^ 2 * ((s 0 : ℤ) * (s 1 : ℤ)))) = 8 / (1 - t ^ 4) := by
    refine (sum_signs fun a b c =>
      (1 - t ^ 2) / ((1 - t * c) * (1 - t ^ 2 * (a * b)))).trans ?_
    simp only [mul_one, mul_neg, sub_neg_eq_add, neg_neg]
    linear_combination 2 * B
  have B2 : ∑ s : Fin 3 → ℤˣ, (1 - t ^ 2) /
      ((1 - t * (s 1 : ℤ)) * (1 - t ^ 2 * ((s 0 : ℤ) * (s 2 : ℤ)))) = 8 / (1 - t ^ 4) := by
    refine (sum_signs fun a b c =>
      (1 - t ^ 2) / ((1 - t * b) * (1 - t ^ 2 * (a * c)))).trans ?_
    simp only [mul_one, mul_neg, sub_neg_eq_add, neg_neg]
    linear_combination 2 * B
  have B3 : ∑ s : Fin 3 → ℤˣ, (1 - t ^ 2) /
      ((1 - t * (s 0 : ℤ)) * (1 - t ^ 2 * ((s 1 : ℤ) * (s 2 : ℤ)))) = 8 / (1 - t ^ 4) := by
    refine (sum_signs fun a b c =>
      (1 - t ^ 2) / ((1 - t * a) * (1 - t ^ 2 * (b * c)))).trans ?_
    simp only [mul_one, mul_neg, sub_neg_eq_add, neg_neg]
    linear_combination 2 * B
  have C : ∑ s : Fin 3 → ℤˣ, (1 - t ^ 2) /
      (1 - t ^ 3 * ((s 0 : ℤ) * (s 1 : ℤ) * (s 2 : ℤ))) = 8 * (1 - t ^ 2) / (1 - t ^ 6) := by
    refine (sum_signs fun a b c => (1 - t ^ 2) / (1 - t ^ 3 * (a * b * c))).trans ?_
    simp only [mul_one, mul_neg, sub_neg_eq_add, neg_neg]
    rw [f6]
    field_simp
    ring
  have h : (univ : Finset (Perm (Fin 3))) = {1, swap 0 1, swap 0 2, swap 1 2,
      swap 0 1 * swap 1 2, swap 1 2 * swap 0 1} := by decide +kernel
  rw [harmonicMolien, h, sum_insert, sum_insert, sum_insert, sum_insert, sum_insert,
    sum_singleton]
  · simp only [fun s => (det_classes t s).1, fun s => (det_classes t s).2.1,
      fun s => (det_classes t s).2.2.1, fun s => (det_classes t s).2.2.2.1,
      fun s => (det_classes t s).2.2.2.2.1, fun s => (det_classes t s).2.2.2.2.2,
      A, B1, B2, B3, C]
    -- add the six contributions over a common denominator
    have g4 : 1 - t ^ 4 = (1 - t ^ 2) * (1 + t ^ 2) := by ring
    have g6 : 1 - t ^ 6 = (1 - t ^ 2) * (1 + t ^ 2 + t ^ 4) := by ring
    rw [g4, g6]
    field_simp
    ring
  all_goals decide +kernel

/-- A pair `(a, b)` belongs to `degreePairs l` exactly when `4a + 6b = l`. -/
theorem mem_degreePairs {l : ℕ} {p : ℕ × ℕ} :
    p ∈ degreePairs l ↔ 4 * p.1 + 6 * p.2 = l := by
  simp only [degreePairs, mem_filter, mem_product, mem_range]
  omega

/-- For `|t| < 1`, the group mean is the power series in `t` whose coefficient at `t^l`
is the number of pairs with `4a + 6b = l`. -/
theorem hasSum_harmonicMolien (t : ℝ) (ht : |t| < 1) :
    HasSum (fun l : ℕ => ((degreePairs l).card : ℝ) * t ^ l) (harmonicMolien t) := by
  have hp : ∀ n : ℕ, n ≠ 0 → t ^ n < 1 := fun n hn =>
    lt_of_le_of_lt (le_abs_self _) (by
      rw [abs_pow]
      exact pow_lt_one₀ (abs_nonneg t) ht hn)
  have p4 : 0 ≤ t ^ 4 := by positivity
  have p6 : 0 ≤ t ^ 6 := by positivity
  have h4 := hasSum_geometric_of_lt_one p4 (hp 4 (by norm_num))
  have h6 := hasSum_geometric_of_lt_one p6 (hp 6 (by norm_num))
  have hprod := h4.mul h6 (h4.summable.mul_of_nonneg h6.summable
    (fun n => pow_nonneg p4 n) (fun n => pow_nonneg p6 n))
  -- group the pairs by their total degree
  let e : (Σ l : ℕ, {p // p ∈ degreePairs l}) ≃ ℕ × ℕ :=
    { toFun := fun x => x.2.1
      invFun := fun p => ⟨4 * p.1 + 6 * p.2, p, mem_degreePairs.2 rfl⟩
      left_inv := by
        rintro ⟨l, p, hl⟩
        obtain rfl := mem_degreePairs.1 hl
        rfl
      right_inv := fun _ => rfl }
  have fib : ∀ l : ℕ, HasSum
      (fun p : {p // p ∈ degreePairs l} => (t ^ 4) ^ p.1.1 * (t ^ 6) ^ p.1.2)
      (((degreePairs l).card : ℝ) * t ^ l) := by
    intro l
    have hc : (fun p : {p // p ∈ degreePairs l} => (t ^ 4) ^ p.1.1 * (t ^ 6) ^ p.1.2)
        = fun _ => t ^ l := by
      funext p
      rw [← pow_mul, ← pow_mul, ← pow_add, mem_degreePairs.1 p.2]
    rw [hc]
    convert hasSum_fintype (fun _ : {p // p ∈ degreePairs l} => t ^ l) using 1
    simp
  have hs := (e.hasSum_iff.mpr hprod).sigma fib
  rw [harmonicMolien_eq t ht, one_div, mul_inv]
  exact hs

/-- The equation `4a + 6b = l` has at most one natural solution for each `l < 12`, and
exactly two for `l = 12`. -/
theorem card_degreePairs_le_twelve :
    (∀ l < 12, (degreePairs l).card ≤ 1) ∧ (degreePairs 12).card = 2 := by
  decide +kernel

/-- Raising an even degree by 12 raises the number of pairs by exactly one. -/
theorem card_degreePairs_add_twelve (m : ℕ) :
    (degreePairs (2 * m + 12)).card = (degreePairs (2 * m)).card + 1 := by
  -- exactly one solution has a < 3; the others are shifted solutions of the lower degree
  have h : degreePairs (2 * m + 12) =
      insert (2 * m % 3, (m + 6 - 2 * (2 * m % 3)) / 3)
        ((degreePairs (2 * m)).image fun p => (p.1 + 3, p.2)) := by
    ext ⟨a, b⟩
    simp only [mem_insert, mem_image, mem_degreePairs, Prod.mk.injEq, Prod.exists]
    constructor
    · intro hab
      by_cases ha : a < 3
      · left
        omega
      · right
        exact ⟨a - 3, b, by omega, by omega, rfl⟩
    · rintro (⟨h1, h2⟩ | ⟨c, d, h1, h2, h3⟩) <;> omega
  rw [h, card_insert_of_notMem, card_image_of_injective]
  · rintro ⟨a, b⟩ ⟨c, d⟩ hh
    simp only [Prod.mk.injEq] at hh ⊢
    omega
  · simp only [mem_image, Prod.mk.injEq, Prod.exists, not_exists, not_and]
    intro a b _ h1
    omega

end

end CubicHarmonicCount
```

```lean
#print axioms CubicHarmonicCount.det_pos
-- 'CubicHarmonicCount.det_pos' depends on axioms: [propext, Classical.choice, Quot.sound]
#print axioms CubicHarmonicCount.hasSum_harmonicMolien
-- 'CubicHarmonicCount.hasSum_harmonicMolien' depends on axioms: [propext, Classical.choice, Quot.sound]
#print axioms CubicHarmonicCount.card_degreePairs_le_twelve
-- 'CubicHarmonicCount.card_degreePairs_le_twelve' depends on axioms: [propext, Classical.choice, Quot.sound]
#print axioms CubicHarmonicCount.card_degreePairs_add_twelve
-- 'CubicHarmonicCount.card_degreePairs_add_twelve' depends on axioms: [propext, Classical.choice, Quot.sound]
```

## How the proof follows the calculation

`card_signedPerm` compares two equal matrices at row i, column σ(i). The entry there is nonzero, which fixes both the permutation and the sign. The map from pairs (σ, s) to matrices is therefore injective, and the pairs are counted by evaluation.

`det_classes` expands the 3×3 determinant with `Matrix.det_fin_three`, evaluates the entries and leaves the polynomial identity to `ring`. `det_pos` proves the positivity of one factor in `key` and applies it in each of the six cases.

`sum_signs` writes a sum over signs as eight terms. Inside `harmonicMolien_eq`, `A` is the identity sum, `B1`, `B2` and `B3` are the exchanges, and `C` is the three-cycle sum. For an exchange, four different terms each occur twice; `B` adds the four, and `linear_combination 2 * B` doubles the result. The last `field_simp` and `ring` carry out the common-denominator step in which the numerator collapses to 6.

`hasSum_harmonicMolien` multiplies the geometric series `h4` and `h6`. The equivalence `e` sorts all pairs by degree, and `fib` shows that the pairs of degree l contribute N(l)tˡ.

The definition of `degreePairs` searches only a, b ≤ l; `mem_degreePairs` shows that no solution is lost. The counts up to 12 are then evaluated by `decide +kernel`. In `card_degreePairs_add_twelve`, the equality `h` writes the larger set as the shifted smaller set with one pair inserted. The remaining goals check that the shift is injective and that the inserted pair, having a < 3, is new.
